# Conjugating the coefficients of a Padé fit to mirror-symmetric data gives a Padé fit to the same data

Let complex data u be given on a finite set S of points that is closed under complex conjugation, with u(z*) = u(z)* on S, a symmetry that the diagonal elements of a Matsubara Green's function have. Suppose P/Q fits the data exactly on S, where Q is monic of degree n and has no zero in S, and P has degree below n; common factors of P and Q are allowed. The lemma states that conjugating all coefficients of P and Q gives a fit of the same kind to the same data; it does not say that the two fits are equal. The proof checks the conditions one by one, using that the conjugated polynomial at z is the conjugate of the original polynomial's value at z*.

This version doesn't compile in Lean 4 with Mathlib:

```lean
import Mathlib

open Polynomial
open scoped ComplexConjugate

namespace ConjFit

/-- `P / Q` is a Padé fit with `n` poles (counted with multiplicity, before any cancellation) to
the data `u` on the sampling set `S`: `deg P < n`, `Q` is monic of degree `n`, no sampling point
is a zero of `Q`, and `P / Q` equals `u` at every sampling point. -/
structure IsPadeFit (n : ℕ) (S : Finset ℂ) (u : ℂ → ℂ) (P Q : ℂ[X]) : Prop where
  deg_num : P.degree < n
  monic : Q.Monic
  deg_den : Q.natDegree = n
  no_pole : ∀ z ∈ S, Q.eval z ≠ 0
  fit : ∀ z ∈ S, P.eval z / Q.eval z = u z

/-- The polynomial whose coefficients are the complex conjugates of those of `P`. -/
noncomputable def conjPoly (P : ℂ[X]) : ℂ[X] := P.map (starRingEnd ℂ)

/-- The polynomial with conjugated coefficients takes at `z` the conjugate of the value of `P`
at the mirror point `conj z`. -/
theorem eval_conjPoly (P : ℂ[X]) (z : ℂ) :
    (conjPoly P).eval z = conj (P.eval (conj z)) := by
  rw [conjPoly, eval_map, eval₂_eq_sum_range, eval_eq_sum_range, map_sum]
  simp

/-- On a mirror-closed sampling set with mirror-symmetric data, conjugating all coefficients of a
Padé fit gives a Padé fit to the same data. -/
theorem IsPadeFit.conj_fit {n : ℕ} {S : Finset ℂ} {u : ℂ → ℂ} {P Q : ℂ[X]}
    (h : IsPadeFit n S u P Q) (hS : ∀ z ∈ S, conj z ∈ S)
    (hu : ∀ z ∈ S, u (conj z) = conj (u z)) :
    IsPadeFit n S u (conjPoly P) (conjPoly Q) where
  deg_num := by rw [conjPoly, degree_map]; exact h.deg_num
  monic := h.monic.map _
  deg_den := by rw [conjPoly, natDegree_map]; exact h.deg_den
  no_pole z hz := by
    rw [eval_conjPoly]
    exact (map_ne_zero _).2 (h.no_pole _ (hS z hz))
  fit z hz := by
    rw [eval_conjPoly, eval_conjPoly, ← map_div₀, h.fit _ (hS z hz), hu z hz,
      Complex.conj_conj]

end ConjFit
```

The error:

```
Main.lean:39:11: error: Ambiguous term
  map_ne_zero
Possible interpretations:
  _root_.map_ne_zero ?m.99 : ?m.99 ?m.100 ≠ 0 ↔ ?m.100 ≠ 0
  
  Polynomial.map_ne_zero ?m.99 : map ?m.98 ?m.97 ≠ 0
```

Diagnosis. The error is a clash of names, in the step showing that the new denominator has no zero in S. Because of `open Polynomial`, `map_ne_zero` can mean two lemmas. The general one, `_root_.map_ne_zero`, is an equivalence: here, the conjugate of a number is nonzero exactly when the number is. `Polynomial.map_ne_zero` says instead that a polynomial is nonzero after its coefficients are mapped, and its explicit argument is the proof that it was nonzero before.

Lean tries both readings of an ambiguous name and keeps the one that works. But it has to make sense of `map_ne_zero _` before it applies `.2`, and at that stage both readings work, since `_` can stand for either lemma's argument. The `.2`, which suits only the equivalence, comes too late to decide.

Writing `_root_.map_ne_zero` names the general lemma outright. Its `.2` then turns the fact that Q is nonzero at z* into the goal, that the conjugate of this value is nonzero.

As a diff, the version that Lean accepts:

```diff
@@ -37,5 +37,5 @@
   no_pole z hz := by
     rw [eval_conjPoly]
-    exact (map_ne_zero _).2 (h.no_pole _ (hS z hz))
+    exact (_root_.map_ne_zero _).2 (h.no_pole _ (hS z hz))
   fit z hz := by
     rw [eval_conjPoly, eval_conjPoly, ← map_div₀, h.fit _ (hS z hz), hu z hz,
```
